# Projecting the nuclear kinetic energy onto a normalised electronic state gives a vector and a scalar potential

Take two orthonormal electronic states e and f that do not depend on the nuclear coordinate x, and let the electronic state turn from one towards the other at a constant rate κ as x grows:

u(x) = cos(κx) e + sin(κx) f

Then u'' = −κ²u, and u' is orthogonal to u. If the molecular wave function is ψ(x)u(x), with nuclear amplitude ψ, the part of the nuclear kinetic energy term −(ψu)'' that lies along u is, in units with ħ²/2M = 1 for nuclear mass M,

−⟨u, (ψu)''⟩ = −ψ'' + κ²ψ

Even a constant ψ, which has no kinetic energy of its own, acquires the energy κ², because the electronic state changes under it. A state that only changes its phase, u(x) = e^{ikx}e, does something else: it turns −ψ'' into (−i d/dx + k)²ψ, a shift of the momentum. A general normalised u does both.

## One nuclear coordinate and one electronic state

The coordinate x is a real number, and units are chosen so that the nuclear kinetic energy is −d²/dx², that is, ħ = 1 and 2M = 1 for nuclear mass M. The electronic states live in a complex inner product space `E`, which may be ℂⁿ but need not have finite dimension. The inner product is conjugate-linear in its first argument.

```lean
import Mathlib

open Complex ComplexConjugate

namespace BornOppenheimerGauge

noncomputable section

variable {E : Type*} [NormedAddCommGroup E] [InnerProductSpace ℂ E]
```

Write a = ⟨u, u'⟩ for the overlap of the state with its own derivative. The vector potential is

A = i⟨u, u'⟩ = ia

It is defined as a complex number, so its reality has to be proved.

```lean
/-- The vector potential `A = i⟨u, u'⟩` of an electronic state `u` that depends on a
nuclear coordinate. -/
def vectorPotential (u : ℝ → E) (x : ℝ) : ℂ := I * inner ℂ (u x) (deriv u x)
```

The scalar potential, written Φ below, is real by definition:

Φ = ‖u'‖² − |⟨u, u'⟩|²

```lean
/-- The scalar potential `‖u'‖² - |⟨u, u'⟩|²` of the electronic state `u`. -/
def scalarPotential (u : ℝ → E) (x : ℝ) : ℝ :=
  ‖deriv u x‖ ^ 2 - ‖inner ℂ (u x) (deriv u x)‖ ^ 2
```

The covariant momentum P sends one function of x to another, so its square means applying it twice:

Pψ = −iψ' − Aψ

```lean
/-- The covariant momentum `-i d/dx - A` acting on a nuclear amplitude. -/
def covMomentum (A ψ : ℝ → ℂ) (x : ℝ) : ℂ := -I * deriv ψ x - A x * ψ x
```

The electronic state is fixed only up to a phase, which may depend on x. For a real function θ, a change of phase replaces u by

e^{iθ(x)} u(x)

```lean
/-- The electronic state `u` multiplied by the position-dependent phase `exp(iθ)`. -/
def regauge (θ : ℝ → ℝ) (u : ℝ → E) (x : ℝ) : E := exp (θ x * I) • u x
```

## Normalisation makes the vector potential real

Suppose ‖u(x)‖ = 1 for all x. Then ⟨u, u⟩ is the constant function 1, and differentiating it gives

⟨u, u'⟩ + ⟨u', u⟩ = 0

The proof computes the derivative of ⟨u, u⟩ once by the product rule and once as that of a constant, and uses the uniqueness of derivatives.

```lean
/-- For a normalised state the overlaps `⟨u, u'⟩` and `⟨u', u⟩` add up to zero. -/
theorem overlap_antisymm {u : ℝ → E} (hu : Differentiable ℝ u) (hn : ∀ x, ‖u x‖ = 1)
    (x : ℝ) : inner ℂ (u x) (deriv u x) + inner ℂ (deriv u x) (u x) = 0 := by
  have h := (hu x).hasDerivAt.inner ℂ (hu x).hasDerivAt
  have hc : (fun t => inner ℂ (u t) (u t)) = fun _ => (1 : ℂ) := by
    funext t
    rw [inner_self_eq_norm_sq_to_K, hn]
    simp
  rw [hc] at h
  exact h.unique (hasDerivAt_const x (1 : ℂ))
```

Since ⟨u', u⟩ is the complex conjugate ā of a, this says that a is purely imaginary. Hence

conj(A) = −iā = ia = A

```lean
/-- The vector potential of a normalised state is real. -/
theorem vectorPotential_real {u : ℝ → E} (hu : Differentiable ℝ u)
    (hn : ∀ x, ‖u x‖ = 1) (x : ℝ) : conj (vectorPotential u x) = vectorPotential u x := by
  unfold vectorPotential
  rw [map_mul, conj_I, inner_conj_symm]
  linear_combination (-I) * overlap_antisymm hu hn x
```

## The scalar potential measures the change of state beyond a phase

Remove from u' its component along u and expand the square:

‖u' − au‖² = ‖u'‖² − 2 Re⟨u', au⟩ + |a|²‖u‖²

Here ⟨u', au⟩ = aā = |a|² and ‖u‖ = 1, so the right-hand side is ‖u'‖² − |a|² = Φ. The scalar potential is therefore never negative. In a one-dimensional electronic space it vanishes, since only the zero vector is orthogonal to u. In the proof, `h1` and `h2` evaluate the cross term; normalisation is needed only at the point x.

```lean
/-- At a point where `u` has norm one, the scalar potential is the squared norm of the part of `u'`
orthogonal to `u`. -/
theorem scalarPotential_eq_norm_sq (u : ℝ → E) (x : ℝ) (hn : ‖u x‖ = 1) :
    scalarPotential u x = ‖deriv u x - inner ℂ (u x) (deriv u x) • u x‖ ^ 2 := by
  have h1 : inner ℂ (deriv u x) (inner ℂ (u x) (deriv u x) • u x)
      = ((‖inner ℂ (u x) (deriv u x)‖ ^ 2 : ℝ) : ℂ) := by
    rw [inner_smul_right, ← inner_conj_symm (deriv u x) (u x), Complex.mul_conj,
      Complex.normSq_eq_norm_sq]
  have h2 : RCLike.re (inner ℂ (deriv u x) (inner ℂ (u x) (deriv u x) • u x))
      = ‖inner ℂ (u x) (deriv u x)‖ ^ 2 := by
    rw [h1]
    exact Complex.ofReal_re _
  rw [@norm_sub_sq ℂ, h2, norm_smul, hn]
  unfold scalarPotential
  ring
```

## The projected kinetic energy

Let u and ψ be twice differentiable. The product rule, used twice, gives

(ψu)'' = ψ''u + 2ψ'u' + ψu''

Projecting on u, with ⟨u, u⟩ = 1, gives

−⟨u, (ψu)''⟩ = −ψ'' − 2aψ' − ⟨u, u''⟩ψ

For the other side, A = ia means that Pψ = −i(ψ' + aψ). Applying P again,

P²ψ = −(ψ'' + 2aψ' + a'ψ + a²ψ), where a' = ⟨u, u''⟩ + ‖u'‖²

Because a is imaginary, |a|² = −a², and so Φ = ‖u'‖² + a². Adding Φψ to P²ψ cancels the terms in ‖u'‖² and a², which leaves

−⟨u, (ψu)''⟩ = P²ψ + Φψ

In `projected_kinetic_energy`, twice differentiable means that each function and its first derivative are differentiable everywhere; the second derivatives need not be continuous. The steps `d1` and `d2` are the two product rules, `dA` is the derivative of A, `hP` is that of Pψ, and `hS` rewrites Φ as ‖u'‖² + a². The last line compares the two sides as polynomials, using i² = −1.

```lean
/-- Let `u` be a normalised electronic state, with `u` and `ψ` twice differentiable. Projecting the
nuclear kinetic energy of `ψ u` on `u` gives the squared covariant momentum acting on `ψ`, plus the
scalar potential times `ψ`. -/
theorem projected_kinetic_energy {u : ℝ → E} {ψ : ℝ → ℂ}
    (hu : Differentiable ℝ u) (hu' : Differentiable ℝ (deriv u)) (hn : ∀ x, ‖u x‖ = 1)
    (hψ : Differentiable ℝ ψ) (hψ' : Differentiable ℝ (deriv ψ)) (x : ℝ) :
    -inner ℂ (u x) (deriv (deriv (fun y => ψ y • u y)) x)
      = covMomentum (vectorPotential u) (covMomentum (vectorPotential u) ψ) x
        + scalarPotential u x * ψ x := by
  -- the product rule, twice, for the molecular wave function
  have d1 : deriv (fun y => ψ y • u y) = fun y => ψ y • deriv u y + deriv ψ y • u y :=
    funext fun y => ((hψ y).hasDerivAt.smul (hu y).hasDerivAt).deriv
  have d2 : HasDerivAt (fun y => ψ y • deriv u y + deriv ψ y • u y)
      ((ψ x • deriv (deriv u) x + deriv ψ x • deriv u x)
        + (deriv ψ x • deriv u x + deriv (deriv ψ) x • u x)) x :=
    ((hψ x).hasDerivAt.smul (hu' x).hasDerivAt).add
      ((hψ' x).hasDerivAt.smul (hu x).hasDerivAt)
  -- the derivative of the vector potential and of the covariant momentum
  have dA : HasDerivAt (vectorPotential u)
      (I * (inner ℂ (u x) (deriv (deriv u) x) + inner ℂ (deriv u x) (deriv u x))) x :=
    ((hu x).hasDerivAt.inner ℂ (hu' x).hasDerivAt).const_mul I
  have dP := ((hψ' x).hasDerivAt.const_mul (-I)).sub (dA.mul (hψ x).hasDerivAt)
  have hP : deriv (covMomentum (vectorPotential u) ψ) x = _ := dP.deriv
  -- the scalar potential, using that the overlap is imaginary
  have hk : inner ℂ (deriv u x) (deriv u x) = ((‖deriv u x‖ : ℝ) : ℂ) ^ 2 :=
    inner_self_eq_norm_sq_to_K _
  have ha := Complex.mul_conj' (inner ℂ (u x) (deriv u x))
  rw [inner_conj_symm] at ha
  have hS : (scalarPotential u x : ℂ)
      = inner ℂ (deriv u x) (deriv u x) + inner ℂ (u x) (deriv u x) ^ 2 := by
    unfold scalarPotential
    rw [Complex.ofReal_sub, Complex.ofReal_pow, Complex.ofReal_pow, hk, ← ha]
    linear_combination (-inner ℂ (u x) (deriv u x)) * overlap_antisymm hu hn x
  have h1 : inner ℂ (u x) (u x) = (1 : ℂ) := by
    rw [inner_self_eq_norm_sq_to_K, hn]
    simp
  rw [d1, d2.deriv, hS, covMomentum, hP]
  simp only [inner_add_right, inner_smul_right, h1, covMomentum, vectorPotential]
  linear_combination (-(deriv (deriv ψ) x
    + (inner ℂ (u x) (deriv (deriv u) x) + inner ℂ (deriv u x) (deriv u x)) * ψ x
    + 2 * inner ℂ (u x) (deriv u x) * deriv ψ x
    + inner ℂ (u x) (deriv u x) ^ 2 * ψ x)) * Complex.I_sq
```

Without normalisation the identity fails. Take E = ℂ, u(x) = eˣ and ψ = 1. At x = 0 the left-hand side is −1. There A = i, which is no longer real, A' = 2i and Φ = 0, so the right-hand side is iA' + A² = −2 − 1 = −3.

## The electronic energy joins the scalar potential

Let H(x) be the electronic Hamiltonian at nuclear position x, and suppose that u is an eigenstate with real energy ε(x), so that H(x)u(x) = ε(x)u(x). By linearity ⟨u, H(ψu)⟩ = εψ, and therefore

⟨u, −(ψu)'' + Hψu⟩ = P²ψ + (Φ + ε)ψ

If H(x) includes the repulsion between the nuclei, ε is the Born–Oppenheimer surface. When u is real, Φ is the diagonal Born–Oppenheimer correction to it, up to the factor ħ²/2M, in this model with one nuclear coordinate and one retained state. The molecular Hamiltonian acting on ψu can also have components along other electronic states, which would transfer amplitude to those states. The projection discards these components, and their size is not estimated here.

In Lean, `H x` is a linear map defined on all of `E`. This fits a Hamiltonian in a fixed finite basis, but not an unbounded operator with a restricted domain. The eigenvalue equation and the smoothness of u are assumptions. The proof adds the electronic term to the kinetic identity.

```lean
/-- Let `u` and `ψ` be twice differentiable. If `u` is a normalised eigenstate of the electronic
Hamiltonian `H` with energy `ε`, the projected molecular Hamiltonian acts on `ψ` with the covariant
kinetic energy and the potential `scalarPotential u + ε`. -/
theorem projected_hamiltonian {u : ℝ → E} {ψ : ℝ → ℂ}
    (hu : Differentiable ℝ u) (hu' : Differentiable ℝ (deriv u)) (hn : ∀ x, ‖u x‖ = 1)
    (hψ : Differentiable ℝ ψ) (hψ' : Differentiable ℝ (deriv ψ))
    (H : ℝ → E →ₗ[ℂ] E) (ε : ℝ → ℝ) (hH : ∀ x, H x (u x) = (ε x : ℂ) • u x) (x : ℝ) :
    inner ℂ (u x) (-deriv (deriv (fun y => ψ y • u y)) x + H x (ψ x • u x))
      = covMomentum (vectorPotential u) (covMomentum (vectorPotential u) ψ) x
        + (scalarPotential u x + ε x) * ψ x := by
  have h1 : inner ℂ (u x) (u x) = (1 : ℂ) := by
    rw [inner_self_eq_norm_sq_to_K, hn]
    simp
  rw [inner_add_right, inner_neg_right, projected_kinetic_energy hu hu' hn hψ hψ' x,
    map_smul, hH, inner_smul_right, inner_smul_right, h1]
  ring
```

## A change of phase shifts A and leaves Φ alone

Let v = e^{iθ}u with θ differentiable. Then

v' = e^{iθ}(u' + iθ'u)

⟨v, v'⟩ = a + iθ'

Multiplying the overlap by i shows that A becomes A − θ'. For the scalar potential, use its form as a squared norm:

v' − ⟨v, v'⟩v = e^{iθ}(u' − au)

The phase has modulus one, so Φ is unchanged. In the proof, `ho` is the new overlap and `hw` is the last equation.

If u is twice differentiable, A is continuous and so has an antiderivative on the line. Taking θ to be this antiderivative makes the vector potential vanish everywhere. The scalar potential survives every such choice.

```lean
/-- Under the phase change `u → exp(iθ) u` of a normalised state the vector potential is
shifted by `-θ'` and the scalar potential is unchanged. -/
theorem potentials_regauge {u : ℝ → E} {θ : ℝ → ℝ} (hu : Differentiable ℝ u)
    (hn : ∀ x, ‖u x‖ = 1) (hθ : Differentiable ℝ θ) (x : ℝ) :
    vectorPotential (regauge θ u) x = vectorPotential u x - deriv θ x ∧
      scalarPotential (regauge θ u) x = scalarPotential u x := by
  have he : ‖exp (θ x * I)‖ = 1 := Complex.norm_exp_ofReal_mul_I _
  have hee : exp (θ x * I) * conj (exp (θ x * I)) = 1 := by
    rw [Complex.mul_conj', he]
    simp
  have h1 : inner ℂ (u x) (u x) = (1 : ℂ) := by
    rw [inner_self_eq_norm_sq_to_K, hn]
    simp
  have hd : deriv (regauge θ u) x
      = exp (θ x * I) • deriv u x + (exp (θ x * I) * (deriv θ x * I)) • u x :=
    (((hθ x).hasDerivAt.ofReal_comp.mul_const I).cexp.smul (hu x).hasDerivAt).deriv
  -- the overlap picks up the derivative of the phase
  have ho : inner ℂ (regauge θ u x) (deriv (regauge θ u) x)
      = inner ℂ (u x) (deriv u x) + deriv θ x * I := by
    rw [hd, regauge]
    simp only [inner_add_right, inner_smul_left, inner_smul_right, h1]
    linear_combination (inner ℂ (u x) (deriv u x) + ((deriv θ x : ℝ) : ℂ) * I) * hee
  constructor
  · rw [vectorPotential, ho, vectorPotential]
    linear_combination ((deriv θ x : ℝ) : ℂ) * Complex.I_sq
  · have hv : ‖regauge θ u x‖ = 1 := by rw [regauge, norm_smul, he, hn, one_mul]
    rw [scalarPotential_eq_norm_sq _ x hv, scalarPotential_eq_norm_sq u x (hn x), ho, hd]
    have hw : exp (θ x * I) • deriv u x + (exp (θ x * I) * (deriv θ x * I)) • u x
        - (inner ℂ (u x) (deriv u x) + deriv θ x * I) • regauge θ u x
        = exp (θ x * I) • (deriv u x - inner ℂ (u x) (deriv u x) • u x) := by
      rw [regauge]
      module
    rw [hw, norm_smul, he, one_mul]
```

The molecular wave function ψu stays the same if ψ is multiplied by the opposite phase. With φ = e^{−iθ}ψ,

−iφ' − (A − θ')φ = e^{−iθ}(−iψ' − θ'ψ − Aψ + θ'ψ) = e^{−iθ}Pψ

The momentum of the new amplitude, taken with the new potential, is the old one times the same phase. `covMomentum_regauge` states this for one application of P and for any function A, whether or not it comes from an electronic state.

```lean
/-- If `A` is shifted by `-θ'` and the nuclear amplitude is multiplied by `exp(-iθ)`, the
covariant momentum of the amplitude is multiplied by the same phase. -/
theorem covMomentum_regauge (A : ℝ → ℂ) {ψ : ℝ → ℂ} {θ : ℝ → ℝ}
    (hψ : Differentiable ℝ ψ) (hθ : Differentiable ℝ θ) (x : ℝ) :
    covMomentum (fun y => A y - deriv θ y) (fun y => exp (θ y * (-I)) * ψ y) x
      = exp (θ x * (-I)) * covMomentum A ψ x := by
  have hd : deriv (fun y => exp (θ y * (-I)) * ψ y) x
      = exp (θ x * (-I)) * (deriv θ x * (-I)) * ψ x + exp (θ x * (-I)) * deriv ψ x :=
    (((hθ x).hasDerivAt.ofReal_comp.mul_const (-I)).cexp.mul (hψ x).hasDerivAt).deriv
  simp only [covMomentum, hd]
  linear_combination (exp (θ x * (-I)) * ((deriv θ x : ℝ) : ℂ) * ψ x) * Complex.I_sq
```

## A mixing angle gives a scalar potential only

Return to the two orthonormal states, now with any differentiable mixing angle α(x):

u = cos α e + sin α f

u' = α'(−sin α e + cos α f)

The overlap is ⟨u, u'⟩ = α'(−cos α sin α + sin α cos α) = 0, and ‖u'‖² = α'²(sin²α + cos²α) = α'². Hence

A = 0 and Φ = α'²

With α = κx this is the κ² found at the start. Where two states exchange character over a short distance, as at a narrow avoided crossing in a two-state model, α' is large and Φ has a high peak. In the proof, `ho` is the vanishing overlap and `hk` the squared norm.

```lean
/-- For the mixture `cos α e + sin α f` of two orthonormal states with mixing angle `α(x)`,
the vector potential vanishes and the scalar potential is `α'²`. -/
theorem potentials_mixing_angle {e f : E} (he : ‖e‖ = 1) (hf : ‖f‖ = 1)
    (hef : inner ℂ e f = (0 : ℂ)) {α : ℝ → ℝ} (hα : Differentiable ℝ α) (x : ℝ) :
    vectorPotential (fun y => (Real.cos (α y) : ℂ) • e + (Real.sin (α y) : ℂ) • f) x = 0 ∧
      scalarPotential (fun y => (Real.cos (α y) : ℂ) • e + (Real.sin (α y) : ℂ) • f) x
        = deriv α x ^ 2 := by
  have hee : inner ℂ e e = (1 : ℂ) := by rw [inner_self_eq_norm_sq_to_K, he]; simp
  have hff : inner ℂ f f = (1 : ℂ) := by rw [inner_self_eq_norm_sq_to_K, hf]; simp
  have hfe : inner ℂ f e = (0 : ℂ) := by rw [← inner_conj_symm, hef, map_zero]
  have hd : deriv (fun y => (Real.cos (α y) : ℂ) • e + (Real.sin (α y) : ℂ) • f) x
      = ((-Real.sin (α x) * deriv α x : ℝ) : ℂ) • e
        + ((Real.cos (α x) * deriv α x : ℝ) : ℂ) • f :=
    (((hα x).hasDerivAt.cos.ofReal_comp.smul_const e).add
      ((hα x).hasDerivAt.sin.ofReal_comp.smul_const f)).deriv
  have hs : (Real.sin (α x) : ℂ) ^ 2 + (Real.cos (α x) : ℂ) ^ 2 = 1 := by
    rw [← Complex.ofReal_pow, ← Complex.ofReal_pow, ← Complex.ofReal_add,
      Real.sin_sq_add_cos_sq, Complex.ofReal_one]
  -- the derivative is orthogonal to the state
  have ho : inner ℂ ((Real.cos (α x) : ℂ) • e + (Real.sin (α x) : ℂ) • f)
      (((-Real.sin (α x) * deriv α x : ℝ) : ℂ) • e
        + ((Real.cos (α x) * deriv α x : ℝ) : ℂ) • f) = (0 : ℂ) := by
    simp only [inner_add_left, inner_add_right, inner_smul_left, inner_smul_right,
      hee, hff, hef, hfe, Complex.conj_ofReal, Complex.ofReal_mul, Complex.ofReal_neg]
    ring
  have hk : ‖((-Real.sin (α x) * deriv α x : ℝ) : ℂ) • e
      + ((Real.cos (α x) * deriv α x : ℝ) : ℂ) • f‖ ^ 2 = deriv α x ^ 2 := by
    have hsq : ∀ v : E, ((‖v‖ : ℝ) : ℂ) ^ 2 = inner ℂ v v :=
      fun v => (inner_self_eq_norm_sq_to_K (𝕜 := ℂ) v).symm
    apply Complex.ofReal_injective
    rw [Complex.ofReal_pow, Complex.ofReal_pow, hsq]
    simp only [inner_add_left, inner_add_right, inner_smul_left, inner_smul_right,
      hee, hff, hef, hfe, Complex.conj_ofReal, Complex.ofReal_mul, Complex.ofReal_neg,
      map_mul, map_neg]
    linear_combination ((deriv α x : ℝ) : ℂ) ^ 2 * hs
  constructor
  · simp only [vectorPotential, hd, ho, mul_zero]
  · simp only [scalarPotential, hd, ho, hk, norm_zero]
    ring

end

end BornOppenheimerGauge
```

```lean
#print axioms BornOppenheimerGauge.projected_kinetic_energy
#print axioms BornOppenheimerGauge.projected_hamiltonian
#print axioms BornOppenheimerGauge.covMomentum_regauge
#print axioms BornOppenheimerGauge.potentials_mixing_angle
```

```
'BornOppenheimerGauge.projected_kinetic_energy' depends on axioms: [propext, Classical.choice, Quot.sound]
'BornOppenheimerGauge.projected_hamiltonian' depends on axioms: [propext, Classical.choice, Quot.sound]
'BornOppenheimerGauge.covMomentum_regauge' depends on axioms: [propext, Classical.choice, Quot.sound]
'BornOppenheimerGauge.potentials_mixing_angle' depends on axioms: [propext, Classical.choice, Quot.sound]
```
